# The Pauli energy of a normalised Gaussian tends to minus infinity as its exponent grows

An s orbital is modelled here as a real function $\psi(r)$ of the distance $r$ from a point nucleus, and its mass-velocity energy is taken to be $-\lVert\Delta\psi\rVert^2/(8c^2)$, where $\Delta$ is the Laplacian and $c$ the speed of light in atomic units. With the kinetic, nuclear-attraction and Darwin terms added, the energy of a single normalised Gaussian has no lower bound as the Gaussian is made tighter.

```lean
import Mathlib

open Real MeasureTheory Set Filter Topology

namespace PauliGaussianCollapse

noncomputable section

/-- The integral over all space of a spherical function `g`, with volume element `4πr² dr`. -/
def radialIntegral (g : ℝ → ℝ) : ℝ := ∫ r in Ioi (0 : ℝ), 4 * π * r ^ 2 * g r

/-- The Laplacian `f'' + (2/r) f'` of a spherical function, for `r ≠ 0`. -/
def radialLaplacian (f : ℝ → ℝ) (r : ℝ) : ℝ := deriv (deriv f) r + 2 / r * deriv f r

/-- The kinetic energy, half the integral of the squared gradient, in atomic units. -/
def kineticEnergy (f : ℝ → ℝ) : ℝ := 1 / 2 * radialIntegral (fun r => deriv f r ^ 2)

/-- The squared norm of the Laplacian of a spherical function. -/
def laplacianNormSq (f : ℝ → ℝ) : ℝ := radialIntegral (fun r => radialLaplacian f r ^ 2)

/-- The integral of `f²/r` over all space; the integrand is used only at `r > 0`. -/
def inverseRadius (f : ℝ → ℝ) : ℝ := radialIntegral (fun r => f r ^ 2 / r)

/-- The Pauli energy of a spherical orbital at a point nucleus of charge `Z`, for `c ≠ 0`:
kinetic, mass-velocity, nuclear attraction and Darwin terms. -/
def pauliEnergy (c Z : ℝ) (f : ℝ → ℝ) : ℝ :=
  kineticEnergy f - laplacianNormSq f / (8 * c ^ 2) - Z * inverseRadius f
    + π * Z / (2 * c ^ 2) * f 0 ^ 2

/-- The Gaussian orbital `(2a/π)^(3/4) exp(-a r²)`, for `a > 0`. -/
def gaussian (a r : ℝ) : ℝ := (2 * a / π) ^ (3 / 4 : ℝ) * Real.exp (-a * r ^ 2)

/-- The radial moment of order `n` of `exp(-b r²)` on the half-line, for `b > 0`. -/
def gaussianMoment (b : ℝ) (n : ℕ) : ℝ :=
  ∫ r in Ioi (0 : ℝ), r ^ n * Real.exp (-b * r ^ 2)

/-- For `a > 0` the density of the Gaussian orbital is `(2a/π)^(3/2) exp(-2a r²)`. -/
theorem gaussian_sq {a : ℝ} (ha : 0 < a) (r : ℝ) :
    gaussian a r ^ 2 = √(2 * a / π) ^ 3 * Real.exp (-(2 * a) * r ^ 2) := by
  have hx : 0 ≤ 2 * a / π := by positivity
  have hN : ((2 * a / π) ^ (3 / 4 : ℝ)) ^ 2 = √(2 * a / π) ^ 3 := by
    rw [Real.sqrt_eq_rpow, ← Real.rpow_natCast, ← Real.rpow_natCast,
      ← Real.rpow_mul hx, ← Real.rpow_mul hx]
    norm_num
  have hE : Real.exp (-a * r ^ 2) ^ 2 = Real.exp (-(2 * a) * r ^ 2) := by
    rw [← Real.exp_nat_mul]
    congr 1
    push_cast
    ring
  rw [gaussian, mul_pow, hN, hE]

/-- The radial derivative of the Gaussian orbital is `-2ar ψ`, and away from the nucleus its
Laplacian is `(4a²r² - 6a) ψ`. -/
theorem gaussian_derivatives (a : ℝ) :
    (deriv (gaussian a) = fun r => -2 * a * r * gaussian a r) ∧
    ∀ r, r ≠ 0 → radialLaplacian (gaussian a) r
      = (4 * a ^ 2 * r ^ 2 - 6 * a) * gaussian a r := by
  have h1 : ∀ r, HasDerivAt (gaussian a) (-2 * a * r * gaussian a r) r := by
    intro r
    have h0 : HasDerivAt (fun y : ℝ => y ^ 2) (2 * r) r := by
      simpa using hasDerivAt_pow 2 r
    refine (((h0.const_mul (-a)).exp).const_mul ((2 * a / π) ^ (3 / 4 : ℝ))).congr_deriv ?_
    unfold gaussian
    ring
  have hd : deriv (gaussian a) = fun r => -2 * a * r * gaussian a r :=
    funext fun r => (h1 r).deriv
  refine ⟨hd, fun r hr => ?_⟩
  have h2 := (((hasDerivAt_id' r).const_mul (-2 * a)).fun_mul (h1 r)).deriv
  have hr' : r⁻¹ * r = 1 := inv_mul_cancel₀ hr
  simp only [radialLaplacian, hd, h2]
  linear_combination (-4 * a * gaussian a r) * hr'

/-- For `a > 0`, the moments of `exp(-2a r²)` of order 1, 2, 4 and 6, the last two
through the recursion that lowers the order by two. -/
theorem gaussian_moments {a : ℝ} (ha : 0 < a) :
    4 * a * gaussianMoment (2 * a) 1 = 1 ∧
    4 * π * √(2 * a / π) ^ 3 * gaussianMoment (2 * a) 2 = 1 ∧
    4 * a * gaussianMoment (2 * a) 4 = 3 * gaussianMoment (2 * a) 2 ∧
    4 * a * gaussianMoment (2 * a) 6 = 5 * gaussianMoment (2 * a) 4 := by
  have hb : 0 < 2 * a := by positivity
  have hbb : (2 * a) * (2 * a)⁻¹ = 1 := mul_inv_cancel₀ hb.ne'
  -- every moment is a Gamma value times half a power of `2a`
  have hG : ∀ n : ℕ, gaussianMoment (2 * a) n
      = (2 * a) ^ (-((n : ℝ) + 1) / 2) * (1 / 2) * Real.Gamma (((n : ℝ) + 1) / 2) := by
    intro n
    have hn : (-1 : ℝ) < n := by
      have : (0 : ℝ) ≤ n := n.cast_nonneg
      linarith
    have h := integral_rpow_mul_exp_neg_mul_rpow (p := 2) two_pos hn hb
    simpa only [gaussianMoment, Real.rpow_natCast, Real.rpow_two] using h
  -- the functional equation of Gamma gives the recursion
  have hrec : ∀ n : ℕ, 4 * a * gaussianMoment (2 * a) (n + 2)
      = ((n : ℝ) + 1) * gaussianMoment (2 * a) n := by
    intro n
    have e1 : (((n + 2 : ℕ) : ℝ) + 1) / 2 = ((n : ℝ) + 1) / 2 + 1 := by push_cast; ring
    have e2 : -(((n + 2 : ℕ) : ℝ) + 1) / 2 = -((n : ℝ) + 1) / 2 - 1 := by push_cast; ring
    rw [hG, hG, e1, e2, Real.Gamma_add_one (by positivity), Real.rpow_sub_one hb.ne',
      div_eq_mul_inv ((2 * a) ^ (-((n : ℝ) + 1) / 2)) (2 * a)]
    generalize (2 * a) ^ (-((n : ℝ) + 1) / 2) = X
    generalize Real.Gamma (((n : ℝ) + 1) / 2) = G
    generalize (2 * a)⁻¹ = v at *
    linear_combination (X * G * ((n : ℝ) + 1) / 2) * hbb
  have h0 : gaussianMoment (2 * a) 0 = (√(2 * a / π))⁻¹ / 2 := by
    simp only [gaussianMoment, pow_zero, one_mul]
    rw [integral_gaussian_Ioi, ← inv_div (2 * a) π, Real.sqrt_inv]
  have h2 := hrec 0
  have h4 := hrec 2
  have h6 := hrec 4
  norm_num only [Nat.cast_zero, Nat.cast_ofNat] at h2 h4 h6
  refine ⟨?_, ?_, h4, h6⟩
  · have e1 : -(((1 : ℕ) : ℝ) + 1) / 2 = -1 := by norm_num
    have e2 : (((1 : ℕ) : ℝ) + 1) / 2 = 1 := by norm_num
    rw [hG, e1, e2, Real.rpow_neg_one, Real.Gamma_one]
    linear_combination hbb
  · have hs : π * √(2 * a / π) ^ 2 = 2 * a := by
      rw [Real.sq_sqrt (by positivity), mul_div_cancel₀ _ Real.pi_ne_zero]
    have hss : √(2 * a / π) * (√(2 * a / π))⁻¹ = 1 :=
      mul_inv_cancel₀ (Real.sqrt_pos.mpr (by positivity)).ne'
    linear_combination (4 * √(2 * a / π) * gaussianMoment (2 * a) 2) * hs
      + 2 * √(2 * a / π) * h2 + 2 * √(2 * a / π) * h0 + hss

/-- For `a > 0` the Gaussian orbital is normalised. -/
theorem gaussian_normalised {a : ℝ} (ha : 0 < a) :
    radialIntegral (fun r => gaussian a r ^ 2) = 1 := by
  refine Eq.trans ?_ (gaussian_moments ha).2.1
  unfold radialIntegral gaussianMoment
  rw [← integral_const_mul]
  refine setIntegral_congr_fun measurableSet_Ioi fun r _ => ?_
  beta_reduce
  linear_combination (4 * π * r ^ 2) * gaussian_sq ha r

/-- For `a > 0` the kinetic energy of the Gaussian orbital is `3a/2`. -/
theorem kineticEnergy_gaussian {a : ℝ} (ha : 0 < a) :
    kineticEnergy (gaussian a) = 3 * a / 2 := by
  obtain ⟨-, h2, h4, -⟩ := gaussian_moments ha
  have h : radialIntegral (fun r => deriv (gaussian a) r ^ 2)
      = 16 * π * √(2 * a / π) ^ 3 * a ^ 2 * gaussianMoment (2 * a) 4 := by
    unfold radialIntegral gaussianMoment
    rw [← integral_const_mul]
    refine setIntegral_congr_fun measurableSet_Ioi fun r _ => ?_
    simp only [(gaussian_derivatives a).1]
    linear_combination (16 * π * a ^ 2 * r ^ 4) * gaussian_sq ha r
  rw [kineticEnergy, h]
  linear_combination (2 * π * √(2 * a / π) ^ 3 * a) * h4 + (3 * a / 2) * h2

/-- For `a > 0` the squared norm of the Laplacian of the Gaussian orbital is `15a²`. -/
theorem laplacianNormSq_gaussian {a : ℝ} (ha : 0 < a) :
    laplacianNormSq (gaussian a) = 15 * a ^ 2 := by
  obtain ⟨-, h2, h4, h6⟩ := gaussian_moments ha
  have hi : ∀ n : ℕ, Integrable (fun r : ℝ => r ^ n * Real.exp (-(2 * a) * r ^ 2))
      (volume.restrict (Ioi 0)) := by
    intro n
    have hn : (-1 : ℝ) < n := by
      have : (0 : ℝ) ≤ n := n.cast_nonneg
      linarith
    have h := integrableOn_rpow_mul_exp_neg_mul_sq (b := 2 * a) (by positivity) hn
    simpa only [IntegrableOn, Real.rpow_natCast] using h
  have hA : Integrable (fun r : ℝ => 16 * a ^ 4 * (r ^ 6 * Real.exp (-(2 * a) * r ^ 2))
      - 48 * a ^ 3 * (r ^ 4 * Real.exp (-(2 * a) * r ^ 2))) (volume.restrict (Ioi 0)) :=
    ((hi 6).const_mul _).sub ((hi 4).const_mul _)
  -- the squared Laplacian is a combination of three moments
  have h : laplacianNormSq (gaussian a) = 4 * π * √(2 * a / π) ^ 3 *
      (16 * a ^ 4 * gaussianMoment (2 * a) 6 - 48 * a ^ 3 * gaussianMoment (2 * a) 4
        + 36 * a ^ 2 * gaussianMoment (2 * a) 2) := by
    unfold laplacianNormSq radialIntegral gaussianMoment
    rw [← integral_const_mul (16 * a ^ 4), ← integral_const_mul (48 * a ^ 3),
      ← integral_const_mul (36 * a ^ 2), ← integral_sub ((hi 6).const_mul _)
      ((hi 4).const_mul _), ← integral_add hA ((hi 2).const_mul _), ← integral_const_mul]
    refine setIntegral_congr_fun measurableSet_Ioi fun r hr => ?_
    beta_reduce
    rw [(gaussian_derivatives a).2 r (ne_of_gt hr)]
    linear_combination (4 * π * r ^ 2 * (4 * a ^ 2 * r ^ 2 - 6 * a) ^ 2) * gaussian_sq ha r
  rw [h]
  linear_combination (4 * π * √(2 * a / π) ^ 3) * (4 * a ^ 3 * h6 - 7 * a ^ 2 * h4)
    + 15 * a ^ 2 * h2

/-- For `a > 0` the mean inverse radius of the Gaussian orbital is `2√(2a/π)`. -/
theorem inverseRadius_gaussian {a : ℝ} (ha : 0 < a) :
    inverseRadius (gaussian a) = 2 * √(2 * a / π) := by
  have h1 := (gaussian_moments ha).1
  have hs : π * √(2 * a / π) ^ 2 = 2 * a := by
    rw [Real.sq_sqrt (by positivity), mul_div_cancel₀ _ Real.pi_ne_zero]
  have h : inverseRadius (gaussian a)
      = 4 * π * √(2 * a / π) ^ 3 * gaussianMoment (2 * a) 1 := by
    unfold inverseRadius radialIntegral gaussianMoment
    rw [← integral_const_mul]
    refine setIntegral_congr_fun measurableSet_Ioi fun r hr => ?_
    have hr' : r * r⁻¹ = 1 := mul_inv_cancel₀ (ne_of_gt hr)
    beta_reduce
    rw [gaussian_sq ha r, div_eq_mul_inv]
    linear_combination
      (4 * π * √(2 * a / π) ^ 3 * Real.exp (-(2 * a) * r ^ 2) * r) * hr'
  rw [h]
  linear_combination (4 * √(2 * a / π) * gaussianMoment (2 * a) 1) * hs
    + 2 * √(2 * a / π) * h1

/-- For `a > 0`, the Pauli energy of the Gaussian orbital in closed form. -/
theorem pauliEnergy_gaussian {a : ℝ} (c Z : ℝ) (ha : 0 < a) :
    pauliEnergy c Z (gaussian a) = 3 * a / 2 - 15 * a ^ 2 / (8 * c ^ 2)
      - 2 * Z * √(2 * a / π) + π * Z / (2 * c ^ 2) * √(2 * a / π) ^ 3 := by
  have h0 : gaussian a 0 ^ 2 = √(2 * a / π) ^ 3 := by
    rw [gaussian_sq ha 0]
    simp
  rw [pauliEnergy, kineticEnergy_gaussian ha, laplacianNormSq_gaussian ha,
    inverseRadius_gaussian ha, h0]
  ring

/-- For every `c > 0` and every real nuclear charge `Z`, the Pauli energy of the Gaussian
orbital tends to minus infinity as its exponent grows. -/
theorem pauliEnergy_tendsto_atBot {c : ℝ} (hc : 0 < c) (Z : ℝ) :
    Tendsto (fun a => pauliEnergy c Z (gaussian a)) atTop atBot := by
  -- a quartic with negative leading coefficient tends to minus infinity
  have hq : ∀ A K B D : ℝ, 0 < K →
      Tendsto (fun s : ℝ => A * s ^ 2 - K * s ^ 4 - B * s + D * s ^ 3) atTop atBot := by
    intro A K B D hK
    have h0 : Tendsto (fun u : ℝ => A * u ^ 2 - K - B * u ^ 3 + D * u) (𝓝 0) (𝓝 (-K)) :=
      Continuous.tendsto' (by fun_prop) _ _ (by simp)
    have h4 : Tendsto (fun s : ℝ => s ^ 4) atTop atTop := tendsto_pow_atTop (by norm_num)
    refine (h4.atTop_mul_neg (neg_lt_zero.mpr hK)
      (h0.comp tendsto_inv_atTop_zero)).congr' ?_
    filter_upwards [eventually_gt_atTop (0 : ℝ)] with s hs
    have h : s * s⁻¹ = 1 := mul_inv_cancel₀ hs.ne'
    change s ^ 4 * (A * s⁻¹ ^ 2 - K - B * s⁻¹ ^ 3 + D * s⁻¹) = _
    calc s ^ 4 * (A * s⁻¹ ^ 2 - K - B * s⁻¹ ^ 3 + D * s⁻¹)
        = A * s ^ 2 * (s * s⁻¹) ^ 2 - K * s ^ 4 - B * s * (s * s⁻¹) ^ 3
          + D * s ^ 3 * (s * s⁻¹) := by ring
      _ = _ := by rw [h]; ring
  have hs : Tendsto (fun a : ℝ => √(2 * a / π)) atTop atTop :=
    Real.tendsto_sqrt_atTop.comp
      ((tendsto_id.const_mul_atTop two_pos).atTop_div_const Real.pi_pos)
  -- in the variable √(2a/π) the Pauli energy is such a quartic
  refine ((hq (3 * π / 4) (15 * π ^ 2 / (32 * c ^ 2)) (2 * Z) (π * Z / (2 * c ^ 2))
    (by positivity)).comp hs).congr' ?_
  filter_upwards [eventually_gt_atTop (0 : ℝ)] with a ha
  have h : π * √(2 * a / π) ^ 2 = 2 * a := by
    rw [Real.sq_sqrt (by positivity), mul_div_cancel₀ _ Real.pi_ne_zero]
  rw [pauliEnergy_gaussian c Z ha]
  simp only [Function.comp_apply]
  linear_combination (3 / 4 - 15 / (32 * c ^ 2) * (π * √(2 * a / π) ^ 2 + 2 * a)) * h

/-- The nonrelativistic energy of a Gaussian orbital with `a > 0` is never below
`-4Z²/(3π)`. -/
theorem nonrelativistic_lower_bound {a : ℝ} (ha : 0 < a) (Z : ℝ) :
    -(4 * Z ^ 2 / (3 * π)) ≤
      kineticEnergy (gaussian a) - Z * inverseRadius (gaussian a) := by
  have h : π * √(2 * a / π) ^ 2 = 2 * a := by
    rw [Real.sq_sqrt (by positivity), mul_div_cancel₀ _ Real.pi_ne_zero]
  rw [kineticEnergy_gaussian ha, inverseRadius_gaussian ha]
  generalize √(2 * a / π) = s at *
  -- complete the square in s
  have hp : π * π⁻¹ = 1 := mul_inv_cancel₀ Real.pi_ne_zero
  have hsq : 0 ≤ 3 * π / 4 * (s - 4 * Z / 3 * π⁻¹) ^ 2 := by positivity
  have e : 3 * π / 4 * (s - 4 * Z / 3 * π⁻¹) ^ 2
      = 3 * a / 2 - Z * (2 * s) + 4 * Z ^ 2 / (3 * π) := by
    linear_combination (3 / 4) * h + (4 * Z ^ 2 / 3 * π⁻¹ - 2 * Z * s) * hp
  linarith

end

end PauliGaussianCollapse
```

```lean
#print axioms PauliGaussianCollapse.gaussian_normalised
-- 'PauliGaussianCollapse.gaussian_normalised' depends on axioms: [propext, Classical.choice, Quot.sound]
#print axioms PauliGaussianCollapse.pauliEnergy_tendsto_atBot
-- 'PauliGaussianCollapse.pauliEnergy_tendsto_atBot' depends on axioms: [propext, Classical.choice, Quot.sound]
#print axioms PauliGaussianCollapse.nonrelativistic_lower_bound
-- 'PauliGaussianCollapse.nonrelativistic_lower_bound' depends on axioms: [propext, Classical.choice, Quot.sound]
```

## The energy functional and its physics

`radialIntegral` integrates a spherical function over all space, with weight $4\pi r^2$ on $r>0$. `radialLaplacian` is $f''+(2/r)f'$, built from actual derivatives; its value at $r=0$ plays no part in the integral. For a nucleus of charge $Z$, `pauliEnergy c Z f` is

$$E[f]=\tfrac12\lVert\nabla f\rVert^2-\frac{\lVert\Delta f\rVert^2}{8c^2}-Z\int\frac{f^2}{r}\,d^3r+\frac{\pi Z}{2c^2}f(0)^2 .$$

The second term is the expectation value of $-p^4/(8c^2)$, with $p$ the momentum, after one factor $p^2=-\Delta$ has been moved to the other side of the inner product. It is the first correction in the expansion of the relativistic kinetic energy for $p\ll c$. The last term is the Darwin term, whose delta function at the nucleus becomes the density there. Spin-orbit coupling is absent because its expectation value vanishes in an s state.

The functional does not divide by the norm, so it is an expectation value only for a normalised orbital. `gaussian_normalised` supplies this for

$$\psi_a(r)=\left(\frac{2a}{\pi}\right)^{3/4}e^{-ar^2},\qquad a>0 .$$

The main theorem, `pauliEnergy_tendsto_atBot`, takes any $c>0$ and any real $Z$. Its conclusion, `Tendsto ... atTop atBot`, means that for every energy bound, all sufficiently large $a$ give a Pauli energy below it. The constants $c$ and $Z$ stay fixed while $a$ grows.

For this one-electron model with a point nucleus, the Pauli energy therefore has no global minimum over Gaussian exponents. It can still have a local minimum, as it does for $Z=1$ and $c=137$, and a numerical search may stop there. The collapse concerns variational use of the corrections; their first-order expectation value in a fixed Gaussian is finite. The model contains no electron-electron interaction and no nucleus of finite size.

## The integrals by hand

Put $s=\sqrt{2a/\pi}$, so that $\pi s^2=2a$ and $\psi_a^2=s^3e^{-2ar^2}$. Define the moments

$$M_n=\int_0^\infty r^n e^{-2ar^2}\,dr .$$

Direct integration gives $M_0=1/(2s)$ and $M_1=1/(4a)$. Integration by parts gives $4aM_{n+2}=(n+1)M_n$, hence

$$M_2=\frac{1}{8as},\qquad M_4=\frac{3}{4a}M_2,\qquad M_6=\frac{5}{4a}M_4=\frac{15}{16a^2}M_2 .$$

The norm is $4\pi s^3M_2=\pi s^2/(2a)=1$.

The first derivative is $\psi_a'=-2ar\,\psi_a$, and the second is $\psi_a''=(4a^2r^2-2a)\psi_a$. Adding $(2/r)\psi_a'=-4a\,\psi_a$ gives

$$\Delta\psi_a=(4a^2r^2-6a)\psi_a .$$

Since $4\pi s^3M_2=1$, the kinetic energy is

$$\tfrac12\cdot4\pi s^3\cdot4a^2M_4=\tfrac12\cdot4a^2\cdot\frac{3}{4a}=\frac{3a}{2},$$

and the squared norm of the Laplacian is

$$4\pi s^3\left(16a^4M_6-48a^3M_4+36a^2M_2\right)=15a^2-36a^2+36a^2=15a^2 .$$

The mean inverse radius is $4\pi s^3M_1=\pi s^3/a=2s$, and the density at the nucleus is $\psi_a(0)^2=s^3$.

## Why the quartic term wins

Inserting these values and $a=\pi s^2/2$ gives

$$E[\psi_a]=\frac{3\pi}{4}s^2-\frac{15\pi^2}{32c^2}s^4-2Zs+\frac{\pi Z}{2c^2}s^3 .$$

Taking out $s^4$ leaves

$$E[\psi_a]=s^4\left(-\frac{15\pi^2}{32c^2}+\frac{\pi Z}{2c^2 s}+\frac{3\pi}{4s^2}-\frac{2Z}{s^3}\right).$$

As $a\to\infty$, $s\to\infty$ too. The bracket tends to a negative constant and $s^4$ to infinity, so the energy tends to minus infinity. For positive $Z$ the Darwin term is repulsive, but it grows only as $s^3$.

The collapse also occurs at $Z=0$, so nuclear attraction is not its source. The truncated kinetic energy $p^2/2-p^4/(8c^2)$ is negative at large momentum, and a tight Gaussian has large momentum components, for which the expansion in $p/c$ is no longer valid.

Without the two relativistic corrections, completing the square gives

$$\frac{3\pi}{4}s^2-2Zs=\frac{3\pi}{4}\left(s-\frac{4Z}{3\pi}\right)^2-\frac{4Z^2}{3\pi}\ \ge\ -\frac{4Z^2}{3\pi}.$$

This is `nonrelativistic_lower_bound`. It bounds the energy of these Gaussians only, not that of every orbital.

## The same steps in Lean

`gaussian_sq` and `gaussian_derivatives` establish the density, the first derivative and, for $r\neq0$, the Laplacian. In `gaussian_moments`, where `gaussianMoment (2 * a) n` is $M_n$, each moment is written as a Gamma value times half a power of $2a$. The recursion then comes from $\Gamma(x+1)=x\Gamma(x)$, which takes the place of the integration by parts.

The theorems for the norm, kinetic energy, Laplacian and inverse radius share one pattern. `setIntegral_congr_fun` rewrites the integrand pointwise on $r>0$, and `linear_combination` carries out the algebra with the moment relations. The Laplacian also needs the integrability statements `hi` and `hA`, because its integral is split into three. `pauliEnergy_gaussian` assembles the closed formula.

In the limit theorem, `hq` treats a quartic with no constant term and leading coefficient $-K$, where $K>0$. It factors out $s^4$ and uses continuity in $1/s$ at zero to find the limit of the bracket. The step `hs` shows that $\sqrt{2a/\pi}$ tends to infinity, and composing the two gives the limit in $a$. The closing `linear_combination` identifies the quartic with the closed formula for $a>0$, which is enough for a limit at infinity.
